# Helical pairs with $H(k)=k\,\sigma_z\otimes 1+M$: a $T$-even mass anticommuting with $\sigma_z\otimes 1$ can open a gap exactly when the number of pairs is even

Time reversal contains complex conjugation $K$, so it is modelled as a map on vectors and not as a matrix. A matrix is $T$-even when it commutes with this map. The finite type `n` labels the $N$ helical pairs, and a state is a function on `n ⊕ n`, with spin up in the first summand and spin down in the second.

In Lean 4 with Mathlib:

```lean
import Mathlib

open Matrix

namespace HelicalEdgeMass

noncomputable section

variable {n : Type*} [Fintype n] [DecidableEq n]
```

## Time reversal, mass and Hamiltonian

In spin blocks, $J=i\sigma_y\otimes 1=\begin{pmatrix}0&1\\-1&0\end{pmatrix}$.

```lean
/-- The matrix `iσ_y ⊗ 1` on spin (up ⊕ down) times the pair label `n`. -/
def spinFlip : Matrix (n ⊕ n) (n ⊕ n) ℂ := fromBlocks 0 1 (-1) 0
```

The matrix $\sigma_z\otimes 1$ gives the direction of motion, which is locked to spin.

```lean
/-- The matrix `σ_z ⊗ 1`, which is `1` on spin up and `-1` on spin down. -/
def sigmaZ : Matrix (n ⊕ n) (n ⊕ n) ℂ := fromBlocks 1 0 0 (-1)
```

Time reversal is $Tv=Jv^*$, where `star` conjugates each component.

```lean
/-- Time reversal `T = (iσ_y ⊗ 1) K`, with `K` complex conjugation. -/
def timeRev (v : n ⊕ n → ℂ) : n ⊕ n → ℂ := spinFlip *ᵥ star v
```

An allowed mass $M$ is Hermitian, $T$-even and anticommutes with $\sigma_z\otimes 1$. The last condition is a postulate: $M$ only scatters between opposite movers, which excludes, for example, a uniform potential.

```lean
/-- An allowed mass term: a Hermitian matrix that commutes with time reversal and
anticommutes with `σ_z ⊗ 1`. -/
structure IsHelicalMass (M : Matrix (n ⊕ n) (n ⊕ n) ℂ) : Prop where
  hermitian : M.IsHermitian
  even : ∀ v, timeRev (M *ᵥ v) = M *ᵥ timeRev v
  anticomm : sigmaZ * M = -(M * sigmaZ)
```

The velocity is set to one for every pair, and $M$ does not depend on the real momentum $k$. Since $\sigma_z\otimes1$ is odd under $T$, time reversal takes $H(k)$ to $H(-k)$.

```lean
/-- The Hamiltonian `H(k) = k σ_z ⊗ 1 + M` of helical pairs with mass term `M`. -/
def hamiltonian (k : ℝ) (M : Matrix (n ⊕ n) (n ⊕ n) ℂ) : Matrix (n ⊕ n) (n ⊕ n) ℂ :=
  (k : ℂ) • sigmaZ + M
```

For an even number of pairs, the labels can be grouped in twos, with $\sigma_y$ acting within each group.

```lean
/-- The matrix `σ_y ⊗ 1` acting on pair labels that are grouped in twos. -/
def sigmaY (m : Type*) [DecidableEq m] : Matrix (m ⊕ m) (m ⊕ m) ℂ :=
  fromBlocks 0 ((-Complex.I) • 1) (Complex.I • 1) 0
```

The candidate mass is $\sigma_x\otimes\sigma_y\otimes 1$, with spin as the first factor.

```lean
/-- The mass `σ_x ⊗ σ_y ⊗ 1`; for a one-element `m` it is `σ_x ⊗ σ_y` on two pairs. -/
def twoPairMass (m : Type*) [DecidableEq m] :
    Matrix ((m ⊕ m) ⊕ (m ⊕ m)) ((m ⊕ m) ⊕ (m ⊕ m)) ℂ :=
  fromBlocks 0 (sigmaY m) (sigmaY m) 0
```

## Time reversal as a matrix identity

Conjugating a product gives $(Mv)^*=M^*v^*$.

```lean
omit [DecidableEq n] in
/-- Complex conjugation of `M v` conjugates both the matrix and the vector. -/
lemma star_mulVec_eq (M : Matrix (n ⊕ n) (n ⊕ n) ℂ) (v : n ⊕ n → ℂ) :
    star (M *ᵥ v) = M.map star *ᵥ star v := by
  ext i
  simp [Matrix.mulVec, dotProduct]
```

Since $J$ is real and $J^2=-1$, we have $T^2v=J(Jv^*)^*=J^2v=-v$.

```lean
/-- Time reversal squares to `-1`. -/
theorem timeRev_timeRev (v : n ⊕ n → ℂ) : timeRev (timeRev v) = -v := by
  have hreal : (spinFlip : Matrix (n ⊕ n) (n ⊕ n) ℂ).map star = spinFlip := by
    ext (i | i) (j | j) <;> by_cases h : i = j <;> simp [spinFlip, h]
  have hsq : (spinFlip : Matrix (n ⊕ n) (n ⊕ n) ℂ) * spinFlip = -1 := by
    rw [← fromBlocks_one, fromBlocks_neg]
    simp only [spinFlip]
    rw [fromBlocks_multiply]
    simp
  unfold timeRev
  rw [star_mulVec_eq, hreal, star_star, Matrix.mulVec_mulVec, hsq, Matrix.neg_mulVec,
    Matrix.one_mulVec]
```

The condition $TMv=MTv$ reads $JM^*v^*=MJv^*$. As $v$ runs over all vectors, so does $v^*$, hence $JM^*=MJ$. The proof makes this substitution with `h (star w)`.

```lean
/-- A matrix commutes with time reversal exactly when `(iσ_y ⊗ 1) M* = M (iσ_y ⊗ 1)`. -/
lemma even_iff (M : Matrix (n ⊕ n) (n ⊕ n) ℂ) :
    (∀ v, timeRev (M *ᵥ v) = M *ᵥ timeRev v) ↔ spinFlip * M.map star = M * spinFlip := by
  simp only [timeRev, star_mulVec_eq, Matrix.mulVec_mulVec]
  constructor
  · intro h
    apply Matrix.toLin'.injective
    refine LinearMap.ext fun w => ?_
    have hw := h (star w)
    rw [star_star] at hw
    rw [Matrix.toLin'_apply, Matrix.toLin'_apply, hw]
  · intro h v
    rw [h]
```

## The mass is an antisymmetric block

If $A=-A$, then $2A=0$ and $A=0$.

```lean
omit [Fintype n] [DecidableEq n] in
/-- A complex matrix equal to its own negative is zero. -/
lemma eq_zero_of_eq_neg {A : Matrix n n ℂ} (h : A = -A) : A = 0 := by
  ext i j
  have h' : A i j = -A i j := congrFun (congrFun h i) j
  have h0 : A i j = 0 := by linear_combination h' / 2
  simpa using h0
```

Write $M=\begin{pmatrix}a&b\\c&d\end{pmatrix}$. Anticommutation with $\sigma_z\otimes1$ gives $a=-a$ and $d=-d$, so both vanish. The upper left block of $JM^*=MJ$ gives $c^*=-b$, and Hermiticity gives $c=b^\dagger$. Together, $b^T=-b$. With $A=b$,
$$M=\begin{pmatrix}0&A\\A^\dagger&0\end{pmatrix},\qquad A^T=-A.$$
Conversely, every such matrix satisfies the three conditions. The proof reads off the blocks with `congrArg toBlocks₁₁` and its relatives.

```lean
/-- The allowed masses are exactly the matrices that couple spin down to spin up by an
antisymmetric block `A`, and spin up to spin down by its adjoint. -/
theorem isHelicalMass_iff (M : Matrix (n ⊕ n) (n ⊕ n) ℂ) :
    IsHelicalMass M ↔ ∃ A : Matrix n n ℂ, Aᵀ = -A ∧ M = fromBlocks 0 A Aᴴ 0 := by
  constructor
  · rintro ⟨hH, hT, hS⟩
    rw [even_iff] at hT
    obtain ⟨a, b, c, d, rfl⟩ : ∃ a b c d, M = fromBlocks a b c d :=
      ⟨_, _, _, _, (fromBlocks_toBlocks M).symm⟩
    -- anticommutation with `σ_z` removes the diagonal blocks
    have ha : a = -a := by
      simpa [sigmaZ, fromBlocks_multiply, fromBlocks_neg] using congrArg toBlocks₁₁ hS
    have hd : -d = d := by
      simpa [sigmaZ, fromBlocks_multiply, fromBlocks_neg] using congrArg toBlocks₂₂ hS
    -- time reversal and Hermiticity relate the two remaining blocks
    have hc : c.map star = -b := by
      simpa [spinFlip, fromBlocks_map, fromBlocks_multiply] using congrArg toBlocks₁₁ hT
    have hb : bᴴ = c := by
      simpa [fromBlocks_conjTranspose] using congrArg toBlocks₂₁ hH.eq
    refine ⟨b, ?_, ?_⟩
    · rw [← hc, ← hb]
      ext i j
      simp
    · rw [eq_zero_of_eq_neg ha, eq_zero_of_eq_neg hd.symm, hb]
  · rintro ⟨A, hA, rfl⟩
    have h1 : Aᴴ.map star = -A := by
      rw [← hA]
      ext i j
      simp
    have h2 : A.map star = -Aᴴ := by
      ext i j
      have h : A i j = -A j i := congrFun (congrFun hA j) i
      simp only [Matrix.map_apply, Matrix.neg_apply, Matrix.conjTranspose_apply]
      rw [h, star_neg]
    refine ⟨?_, ?_, ?_⟩
    · simp [Matrix.IsHermitian, fromBlocks_conjTranspose]
    · rw [even_iff]
      simp [spinFlip, fromBlocks_map, fromBlocks_multiply]
      exact ⟨h1, neg_eq_iff_eq_neg.2 h2⟩
    · simp [sigmaZ, fromBlocks_multiply, fromBlocks_neg]
```

## Odd numbers of pairs

For $N=1$ the block $A$ is a single number equal to its own negative, so $M=0$ and $H(k)=k\sigma_z$ is gapless at $k=0$.

```lean
/-- A single helical pair has no allowed mass term except zero. -/
theorem single_pair_massless {M : Matrix (Fin 1 ⊕ Fin 1) (Fin 1 ⊕ Fin 1) ℂ}
    (hM : IsHelicalMass M) : M = 0 := by
  obtain ⟨A, hA, rfl⟩ := (isHelicalMass_iff M).1 hM
  have hT : Aᵀ = A := by
    ext i j
    rw [Matrix.transpose_apply, Subsingleton.elim j i]
  have h0 : A = 0 := eq_zero_of_eq_neg (hT.symm.trans hA)
  simp [h0]
```

For any odd $N$,
$$\det A=\det A^T=\det(-A)=(-1)^N\det A=-\det A,$$
so $\det A=0$ and some $w\neq0$ satisfies $Aw=0$. The vector $v=(0,w)$ then obeys $H(0)v=(Aw,0)=0$. In the code, $v$ is `Sum.elim 0 w`.

```lean
/-- For an odd number of helical pairs and any allowed mass, `H(0)` has a zero mode. -/
theorem odd_zero_mode {M : Matrix (n ⊕ n) (n ⊕ n) ℂ} (hM : IsHelicalMass M)
    (hodd : Odd (Fintype.card n)) : ∃ v, v ≠ 0 ∧ hamiltonian 0 M *ᵥ v = 0 := by
  obtain ⟨A, hA, rfl⟩ := (isHelicalMass_iff M).1 hM
  -- an antisymmetric matrix of odd size is singular
  have hdet : A.det = 0 := by
    have h := congrArg Matrix.det hA
    rw [Matrix.det_transpose, Matrix.det_neg, hodd.neg_one_pow] at h
    linear_combination h / 2
  obtain ⟨w, hw, hAw⟩ := Matrix.exists_mulVec_eq_zero_iff.2 hdet
  refine ⟨Sum.elim 0 w, fun h => hw (funext fun i => congrFun h (Sum.inr i)), ?_⟩
  ext (i | i) <;> simp [hamiltonian, fromBlocks_mulVec, hAw]
```

## Even numbers of pairs

Anticommutation removes the cross terms from the square:
$$H(k)^2=k^2+k\big[(\sigma_z\otimes1)M+M(\sigma_z\otimes1)\big]+M^2=k^2+M^2.$$

```lean
/-- If `M` anticommutes with `σ_z ⊗ 1`, then `H(k)² = k² + M²`. -/
theorem hamiltonian_sq (k : ℝ) {M : Matrix (n ⊕ n) (n ⊕ n) ℂ}
    (h : sigmaZ * M = -(M * sigmaZ)) :
    hamiltonian k M * hamiltonian k M = ((k : ℂ) ^ 2) • 1 + M * M := by
  have hz : (sigmaZ : Matrix (n ⊕ n) (n ⊕ n) ℂ) * sigmaZ = 1 := by
    simp [sigmaZ, fromBlocks_multiply]
  simp only [hamiltonian, Matrix.add_mul, Matrix.mul_add, Matrix.smul_mul, Matrix.mul_smul]
  rw [hz, h]
  module
```

The block $\sigma_y\otimes1$ is antisymmetric, Hermitian and squares to one.

```lean
lemma sigmaY_transpose (m : Type*) [DecidableEq m] : (sigmaY m)ᵀ = -sigmaY m := by
  simp [sigmaY, fromBlocks_transpose, fromBlocks_neg]

lemma sigmaY_conjTranspose (m : Type*) [DecidableEq m] : (sigmaY m)ᴴ = sigmaY m := by
  simp [sigmaY, fromBlocks_conjTranspose, Matrix.conjTranspose_smul]

lemma sigmaY_sq (m : Type*) [Fintype m] [DecidableEq m] : sigmaY m * sigmaY m = 1 := by
  simp [sigmaY, fromBlocks_multiply, smul_smul]
```

It therefore defines an allowed mass with $M^2=1$. Replacing $M$ by $\mu M$ with real $\mu$ gives $H(k)^2=k^2+\mu^2$, so the energies can only be $\pm\sqrt{k^2+\mu^2}$. A one-element `m` is the case of two pairs.

```lean
/-- The matrix `σ_x ⊗ σ_y ⊗ 1` is an allowed mass, and with strength `μ` it gives
`H(k)² = k² + μ²`. -/
theorem twoPairMass_dispersion (m : Type*) [Fintype m] [DecidableEq m] :
    IsHelicalMass (twoPairMass m) ∧ ∀ k μ : ℝ,
      hamiltonian k ((μ : ℂ) • twoPairMass m) * hamiltonian k ((μ : ℂ) • twoPairMass m)
        = ((k : ℂ) ^ 2 + (μ : ℂ) ^ 2) • 1 := by
  have hM : IsHelicalMass (twoPairMass m) := (isHelicalMass_iff _).2
    ⟨sigmaY m, sigmaY_transpose m, by simp [twoPairMass, sigmaY_conjTranspose]⟩
  have hsq : twoPairMass m * twoPairMass m = 1 := by
    simp [twoPairMass, fromBlocks_multiply, sigmaY_sq]
  refine ⟨hM, fun k μ => ?_⟩
  rw [hamiltonian_sq k (by rw [Matrix.mul_smul, Matrix.smul_mul, hM.anticomm, smul_neg]),
    Matrix.smul_mul, Matrix.mul_smul, hsq]
  module
```

A gap means here that $\det H(k)\neq0$ for every real $k$, so that zero energy is never an eigenvalue. For odd $N$ the zero mode at $k=0$ rules this out. For $N=2r$, a bijection `e` groups the labels in twos and carries $\sigma_y\otimes1$ over to `n`. Then $H(k)^2=k^2+1$, and
$$(\det H(k))^2=(k^2+1)^{2N}\neq0.$$
At $N=0$ the determinant of the empty matrix is $1$, in agreement with the even case.

For a non-interacting edge with this linear Hamiltonian and a constant mass, the result is the even–odd rule behind the $\mathbb Z_2$ classification of quantum spin Hall edges. Interactions, disorder and the bulk invariant do not enter the model.

```lean
/-- Some allowed mass makes `H(k)` invertible at every real `k` if and only if the number
of helical pairs is even. -/
theorem gap_iff_even :
    (∃ M : Matrix (n ⊕ n) (n ⊕ n) ℂ, IsHelicalMass M ∧ ∀ k : ℝ, (hamiltonian k M).det ≠ 0)
      ↔ Even (Fintype.card n) := by
  constructor
  · rintro ⟨M, hM, hgap⟩
    by_contra hne
    exact hgap 0 (Matrix.exists_mulVec_eq_zero_iff.1
      (odd_zero_mode hM (Nat.not_even_iff_odd.1 hne)))
  · rintro ⟨r, hr⟩
    -- group the pairs in twos and couple the partners by `σ_y`
    have e : n ≃ Fin r ⊕ Fin r := Fintype.equivOfCardEq (by simp [hr])
    obtain ⟨A, hAt, hAh, hAA⟩ : ∃ A : Matrix n n ℂ, Aᵀ = -A ∧ Aᴴ = A ∧ A * A = 1 := by
      refine ⟨(sigmaY (Fin r)).submatrix e e, ?_, ?_, ?_⟩
      · rw [Matrix.transpose_submatrix, sigmaY_transpose]
        rfl
      · rw [Matrix.conjTranspose_submatrix, sigmaY_conjTranspose]
      · rw [Matrix.submatrix_mul_equiv, sigmaY_sq, Matrix.submatrix_one_equiv]
    have hM : IsHelicalMass (fromBlocks 0 A Aᴴ 0) := (isHelicalMass_iff _).2 ⟨A, hAt, rfl⟩
    refine ⟨_, hM, fun k h0 => ?_⟩
    have hsq : fromBlocks 0 A Aᴴ 0 * fromBlocks 0 A Aᴴ 0 = 1 := by
      simp [fromBlocks_multiply, hAh, hAA]
    have hH := hamiltonian_sq k hM.anticomm
    rw [hsq, ← one_smul ℂ (1 : Matrix (n ⊕ n) (n ⊕ n) ℂ), smul_smul, ← add_smul] at hH
    have hd := congrArg Matrix.det hH
    rw [Matrix.det_mul, h0, zero_mul, Matrix.det_smul, Matrix.det_one, mul_one] at hd
    have hc : (k : ℂ) ^ 2 * 1 + 1 ≠ 0 := by
      have hpos : k ^ 2 * 1 + 1 ≠ 0 := by positivity
      exact_mod_cast hpos
    exact pow_ne_zero _ hc hd.symm

end

end HelicalEdgeMass
```

```lean
#print axioms HelicalEdgeMass.timeRev_timeRev
-- 'HelicalEdgeMass.timeRev_timeRev' depends on axioms: [propext, Classical.choice, Quot.sound]
#print axioms HelicalEdgeMass.single_pair_massless
-- 'HelicalEdgeMass.single_pair_massless' depends on axioms: [propext, Classical.choice, Quot.sound]
#print axioms HelicalEdgeMass.twoPairMass_dispersion
-- 'HelicalEdgeMass.twoPairMass_dispersion' depends on axioms: [propext, Classical.choice, Quot.sound]
#print axioms HelicalEdgeMass.gap_iff_even
-- 'HelicalEdgeMass.gap_iff_even' depends on axioms: [propext, Classical.choice, Quot.sound]
```
